# Half-occupation and endpoint-average orbital energies bracket the energy difference when the third derivative of the energy is bounded between positive constants

## Energy as a function of one occupation

Let n be the occupation of one orbital, with 0 ≤ n ≤ 1 and all other occupations held fixed, and let E(n) be the self-consistent total energy at that occupation. Its successive derivatives are

ε(n) = dE/dn, the orbital energy,

η(n) = dε/dn, the hardness, taken without a factor 1/2,

γ(n) = dη/dn, the rate at which the hardness changes with occupation.

At n = 0 and n = 1 the derivatives are one-sided, taken from inside the interval. A jump of the orbital energy on passing an integer occupation therefore plays no role.

The quantity of interest is

ΔE = E(1) − E(0).

This is the energy of the system with the orbital filled minus that with it empty, so the energy needed to remove the electron is −ΔE. With the same sign convention, −ε(n) is the orbital electronegativity.

Two estimates of ΔE use orbital energies only. Slater's transition state takes ε(1/2), the orbital energy at half occupation. The endpoint average takes

ε̄ = (ε(0) + ε(1))/2.

## Bounds on the two errors

Suppose that m ≤ γ(n) ≤ M for every n in [0,1]. Then

m/24 ≤ ΔE − ε(1/2) ≤ M/24,

m/12 ≤ ε̄ − ΔE ≤ M/12.

If m > 0, it follows that ε(1/2) < ΔE < ε̄. Physically, m > 0 says that the orbital's effective self-repulsion, relaxation included, grows with its occupation at no less than a fixed rate. This has to be checked for the orbital at hand: if the orbital expands as it fills, its self-repulsion can fall instead, and γ is then negative. The error bounds themselves hold for either sign of m and M; if M < 0, they place the two estimates in the reverse order.

For a single-orbital energy curve with known bounds on γ, the first line limits how far a half-occupation calculation can depart from the difference of two total energies.

## How the statement is expressed in Lean

The curves `E`, `ε`, `η` and `γ` are functions from ℝ to ℝ, but only their behaviour on [0,1] matters. `HasSlope f f'` says that `f'` is the derivative of `f` within [0,1], which gives the one-sided derivatives at the ends. The three hypotheses `HasSlope E ε`, `HasSlope ε η` and `HasSlope η γ` link the energy to its third derivative. Continuity of `γ` is not assumed.

The names `energyDifference`, `transitionState` and `endpointAverage` stand for ΔE, ε(1/2) and ε̄. In `quantitative_bracket`, membership in `Icc` expresses the two closed error intervals, and membership in `Ioo` expresses the strict bracket.

The model is a smooth curve in one occupation. That ε is an eigenvalue of some one-electron equation is a physical identification, and the bounds on γ are assumed, not derived from a density functional. A curve with a kink inside (0,1), for instance from a level crossing, does not satisfy the hypotheses.

## Opening a window around half occupation

Take a window from 1/2 − t to 1/2 + t, with 0 ≤ t ≤ 1/2, and follow each quantity as the window opens. One comparison rule is used throughout: if f(0) = g(0) = 0 and m g′ ≤ f′ ≤ M g′, then m g ≤ f ≤ M g. Indeed, f − m g and M g − f start at zero and have non-negative derivatives, so neither becomes negative.

**Hardness.** Let D(t) = η(1/2 + t) − η(1/2 − t). Then D(0) = 0 and

D′(t) = γ(1/2 + t) + γ(1/2 − t),

which lies between 2m and 2M. Hence

2mt ≤ D(t) ≤ 2Mt.

**Orbital energy.** Let S(t) = ε(1/2 + t) + ε(1/2 − t) − 2ε(1/2). Then S(0) = 0 and S′(t) = D(t), so

mt² ≤ S(t) ≤ Mt².

**Half-occupation error.** Let A(t) = E(1/2 + t) − E(1/2 − t) − 2t ε(1/2). Then A(0) = 0 and

A′(t) = ε(1/2 + t) + ε(1/2 − t) − 2ε(1/2) = S(t),

so

mt³/3 ≤ A(t) ≤ Mt³/3.

At t = 1/2, A is ΔE − ε(1/2) and t³/3 is 1/24.

**Endpoint-average error.** Let

B(t) = t[ε(1/2 + t) + ε(1/2 − t)] − [E(1/2 + t) − E(1/2 − t)].

Then B(0) = 0. In B′ the orbital energies from the product rule cancel those from differentiating E, leaving

B′(t) = t[η(1/2 + t) − η(1/2 − t)] = t D(t).

This lies between 2mt² and 2Mt², so

2mt³/3 ≤ B(t) ≤ 2Mt³/3.

At t = 1/2, B is ε̄ − ΔE and 2t³/3 is 1/12.

## A mixture in which the common error cancels

Write a = ΔE − ε(1/2) and b = ε̄ − ΔE. Then

ΔE − [2ε(1/2) + ε̄]/3 = (2a − b)/3.

Both 2a and b lie between m/12 and M/12, so they differ by at most (M − m)/12. The mixture of two thirds half-occupation and one third endpoint average therefore satisfies

|ΔE − [2ε(1/2) + ε̄]/3| ≤ (M − m)/36.

Its error is controlled by the variation allowed to γ, not by the size of γ.

## The limit of constant third derivative

Let m = M = c. The intervals shrink to points: the errors are exactly c/24 and c/12, and the mixture gives ΔE exactly. For E(n) = cn³/6, for example,

ε(1/2) = c/8, ΔE = c/6, ε̄ = c/4.

At c = 0 all three coincide, so m ≥ 0 alone does not guarantee the strict bracket.

## The complete Lean file

```lean
import Mathlib

open Set

namespace SlaterTransitionBracket

noncomputable section

/-- `f'` is the derivative of `f` with respect to the occupation on `[0,1]`, one-sided at the
integer occupations 0 and 1. -/
def HasSlope (f f' : ℝ → ℝ) : Prop :=
  ∀ n ∈ Icc (0 : ℝ) 1, HasDerivWithinAt f (f' n) (Icc 0 1) n

/-- The energy difference between the occupied and the empty orbital. -/
def energyDifference (E : ℝ → ℝ) : ℝ := E 1 - E 0

/-- Slater's transition-state estimate: the orbital energy at half occupation. -/
def transitionState (ε : ℝ → ℝ) : ℝ := ε (1 / 2)

/-- The average of the orbital energies at occupations 0 and 1. -/
def endpointAverage (ε : ℝ → ℝ) : ℝ := (ε 0 + ε 1) / 2

/-- Differentiation of a function of the occupation at the upper edge `1/2 + t` of a symmetric
window, with `t` in `[0,1/2]`. -/
theorem slope_above {f f' : ℝ → ℝ} (h : HasSlope f f') {t : ℝ}
    (ht : t ∈ Icc (0 : ℝ) (1 / 2)) :
    HasDerivWithinAt (fun s => f (1 / 2 + s)) (f' (1 / 2 + t)) (Icc 0 (1 / 2)) t := by
  have hin : HasDerivWithinAt (fun s : ℝ => 1 / 2 + s) 1 (Icc 0 (1 / 2)) t :=
    ((hasDerivAt_id' t).const_add (1 / 2)).hasDerivWithinAt
  have hmaps : MapsTo (fun s : ℝ => 1 / 2 + s) (Icc 0 (1 / 2)) (Icc 0 1) := by
    intro s hs
    show 1 / 2 + s ∈ Icc (0 : ℝ) 1
    exact ⟨by linarith [hs.1], by linarith [hs.2]⟩
  have key : HasDerivWithinAt (fun s => f (1 / 2 + s)) (f' (1 / 2 + t) * 1)
      (Icc 0 (1 / 2)) t :=
    HasDerivWithinAt.comp (h₂ := f) (h := fun s : ℝ => 1 / 2 + s) t
      (h (1 / 2 + t) (hmaps ht)) hin hmaps
  rwa [mul_one] at key

/-- Differentiation of a function of the occupation at the lower edge `1/2 - t` of a symmetric
window, with `t` in `[0,1/2]`. -/
theorem slope_below {f f' : ℝ → ℝ} (h : HasSlope f f') {t : ℝ}
    (ht : t ∈ Icc (0 : ℝ) (1 / 2)) :
    HasDerivWithinAt (fun s => f (1 / 2 - s)) (-f' (1 / 2 - t)) (Icc 0 (1 / 2)) t := by
  have hin : HasDerivWithinAt (fun s : ℝ => 1 / 2 - s) (-1) (Icc 0 (1 / 2)) t :=
    ((hasDerivAt_id' t).const_sub (1 / 2)).hasDerivWithinAt
  have hmaps : MapsTo (fun s : ℝ => 1 / 2 - s) (Icc 0 (1 / 2)) (Icc 0 1) := by
    intro s hs
    show 1 / 2 - s ∈ Icc (0 : ℝ) 1
    exact ⟨by linarith [hs.2], by linarith [hs.1]⟩
  have key : HasDerivWithinAt (fun s => f (1 / 2 - s)) (f' (1 / 2 - t) * (-1))
      (Icc 0 (1 / 2)) t :=
    HasDerivWithinAt.comp (h₂ := f) (h := fun s : ℝ => 1 / 2 - s) t
      (h (1 / 2 - t) (hmaps ht)) hin hmaps
  rwa [mul_neg_one] at key

/-- If `f` and `g` vanish at 0, `g` is differentiable on the real line, and the derivatives satisfy
`m g' ≤ f' ≤ M g'` on `[0,1/2]`, then `m g ≤ f ≤ M g` there. -/
theorem growth_between {f f' g g' : ℝ → ℝ} {m M : ℝ}
    (hf : ∀ t ∈ Icc (0 : ℝ) (1 / 2), HasDerivWithinAt f (f' t) (Icc 0 (1 / 2)) t)
    (hg : ∀ t, HasDerivAt g (g' t) t) (hf0 : f 0 = 0) (hg0 : g 0 = 0)
    (hb : ∀ t ∈ Icc (0 : ℝ) (1 / 2), m * g' t ≤ f' t ∧ f' t ≤ M * g' t)
    {t : ℝ} (ht : t ∈ Icc (0 : ℝ) (1 / 2)) : m * g t ≤ f t ∧ f t ≤ M * g t := by
  -- a function with non-negative slope does not fall below its initial value
  have mono : ∀ F F' : ℝ → ℝ,
      (∀ s ∈ Icc (0 : ℝ) (1 / 2), HasDerivWithinAt F (F' s) (Icc 0 (1 / 2)) s) →
      (∀ s ∈ Icc (0 : ℝ) (1 / 2), 0 ≤ F' s) → F 0 ≤ F t := by
    intro F F' hF hF'
    have hm : MonotoneOn F (Icc 0 (1 / 2)) :=
      monotoneOn_of_hasDerivWithinAt_nonneg (convex_Icc (0 : ℝ) (1 / 2))
        (fun s hs => (hF s hs).continuousWithinAt)
        (fun s hs => (hF s (interior_subset hs)).mono interior_subset)
        (fun s hs => hF' s (interior_subset hs))
    exact hm ⟨le_rfl, by norm_num⟩ ht ht.1
  have lo := mono (fun s => f s - m * g s) (fun s => f' s - m * g' s)
    (fun s hs => (hf s hs).sub ((hg s).const_mul m).hasDerivWithinAt)
    (fun s hs => sub_nonneg.2 (hb s hs).1)
  have hi := mono (fun s => M * g s - f s) (fun s => M * g' s - f' s)
    (fun s hs => ((hg s).const_mul M).hasDerivWithinAt.sub (hf s hs))
    (fun s hs => sub_nonneg.2 (hb s hs).2)
  simp only [hf0, hg0, mul_zero, sub_zero] at lo hi
  exact ⟨by linarith, by linarith⟩

variable {E ε η γ : ℝ → ℝ} {m M : ℝ}

/-- If the slope of the hardness `η` lies between `m` and `M` on `[0,1]`, the hardness difference
across a window of width `2t` centred at half occupation lies between `2mt` and `2Mt`. -/
theorem hardness_difference (hη : HasSlope η γ)
    (hγ : ∀ n ∈ Icc (0 : ℝ) 1, m ≤ γ n ∧ γ n ≤ M) {t : ℝ} (ht : t ∈ Icc (0 : ℝ) (1 / 2)) :
    m * (2 * t) ≤ η (1 / 2 + t) - η (1 / 2 - t) ∧
      η (1 / 2 + t) - η (1 / 2 - t) ≤ M * (2 * t) := by
  refine growth_between (f := fun s => η (1 / 2 + s) - η (1 / 2 - s))
    (f' := fun s => γ (1 / 2 + s) - -γ (1 / 2 - s)) (g := fun s => 2 * s) (g' := fun _ => 2)
    (fun s hs => (slope_above hη hs).sub (slope_below hη hs))
    (fun s => by simpa using (hasDerivAt_id' s).const_mul (2 : ℝ))
    (by simp) (by simp) (fun s hs => ?_) ht
  have h1 := hγ (1 / 2 + s) ⟨by linarith [hs.1], by linarith [hs.2]⟩
  have h2 := hγ (1 / 2 - s) ⟨by linarith [hs.2], by linarith [hs.1]⟩
  exact ⟨by linarith [h1.1, h2.1], by linarith [h1.2, h2.2]⟩

/-- If the third derivative of the energy lies between `m` and `M` on `[0,1]`, the energy
difference minus the half-occupation orbital energy lies between `m/24` and `M/24`. -/
theorem transitionState_error (hE : HasSlope E ε) (hε : HasSlope ε η) (hη : HasSlope η γ)
    (hγ : ∀ n ∈ Icc (0 : ℝ) 1, m ≤ γ n ∧ γ n ≤ M) :
    energyDifference E - transitionState ε ∈ Icc (m / 24) (M / 24) := by
  -- first comparison: the orbital energies at the two edges against the centre
  have h1 : ∀ s ∈ Icc (0 : ℝ) (1 / 2),
      m * s ^ 2 ≤ ε (1 / 2 + s) + ε (1 / 2 - s) - 2 * ε (1 / 2) ∧
        ε (1 / 2 + s) + ε (1 / 2 - s) - 2 * ε (1 / 2) ≤ M * s ^ 2 := fun s hs =>
    growth_between (f := fun u => ε (1 / 2 + u) + ε (1 / 2 - u) - 2 * ε (1 / 2))
      (f' := fun u => η (1 / 2 + u) - η (1 / 2 - u)) (g := fun u => u ^ 2)
      (g' := fun u => 2 * u)
      (fun u hu => (((slope_above hε hu).add (slope_below hε hu)).sub_const
        (2 * ε (1 / 2))).congr_deriv (by ring))
      (fun u => by simpa using hasDerivAt_pow 2 u)
      (by simp only [add_zero, sub_zero]; ring) (by simp)
      (fun u hu => hardness_difference hη hγ hu) hs
  -- second comparison: the energy difference across the window
  have h2 := growth_between (m := m) (M := M)
    (f := fun u => E (1 / 2 + u) - E (1 / 2 - u) - 2 * u * ε (1 / 2))
    (f' := fun u => ε (1 / 2 + u) + ε (1 / 2 - u) - 2 * ε (1 / 2))
    (g := fun u => u ^ 3 / 3) (g' := fun u => u ^ 2)
    (fun u hu => (((slope_above hE hu).sub (slope_below hE hu)).sub
      (((hasDerivAt_id' u).const_mul 2).mul_const
        (ε (1 / 2))).hasDerivWithinAt).congr_deriv (by ring))
    (fun u => ((hasDerivAt_pow 3 u).div_const 3).congr_deriv (by norm_num))
    (by simp only [add_zero, sub_zero]; ring) (by simp) h1
    (t := 1 / 2) ⟨by norm_num, le_rfl⟩
  have e1 : (1 / 2 : ℝ) + 1 / 2 = 1 := by norm_num
  simp only [e1, sub_self] at h2
  unfold energyDifference transitionState
  exact ⟨by linarith [h2.1], by linarith [h2.2]⟩

/-- If the third derivative of the energy lies between `m` and `M` on `[0,1]`, the endpoint
average of the orbital energies minus the energy difference lies between `m/12` and `M/12`. -/
theorem endpointAverage_error (hE : HasSlope E ε) (hε : HasSlope ε η) (hη : HasSlope η γ)
    (hγ : ∀ n ∈ Icc (0 : ℝ) 1, m ≤ γ n ∧ γ n ≤ M) :
    endpointAverage ε - energyDifference E ∈ Icc (m / 12) (M / 12) := by
  have hprod : ∀ u ∈ Icc (0 : ℝ) (1 / 2),
      HasDerivWithinAt (fun v => v * (ε (1 / 2 + v) + ε (1 / 2 - v)))
        (1 * (ε (1 / 2 + u) + ε (1 / 2 - u)) + u * (η (1 / 2 + u) + -η (1 / 2 - u)))
        (Icc 0 (1 / 2)) u := fun u hu =>
    (hasDerivAt_id' u).hasDerivWithinAt.mul ((slope_above hε hu).add (slope_below hε hu))
  -- the error grows with the window at the rate `u` times the hardness difference
  have h := growth_between (m := m) (M := M)
    (f := fun u => u * (ε (1 / 2 + u) + ε (1 / 2 - u)) - (E (1 / 2 + u) - E (1 / 2 - u)))
    (f' := fun u => u * (η (1 / 2 + u) - η (1 / 2 - u)))
    (g := fun u => 2 * (u ^ 3 / 3)) (g' := fun u => 2 * u ^ 2)
    (fun u hu => ((hprod u hu).sub
      ((slope_above hE hu).sub (slope_below hE hu))).congr_deriv (by ring))
    (fun u => (((hasDerivAt_pow 3 u).div_const 3).const_mul 2).congr_deriv (by norm_num))
    (by simp only [add_zero, sub_zero]; ring) (by simp)
    (fun u hu => by
      have hd := hardness_difference hη hγ hu
      have a := mul_le_mul_of_nonneg_left hd.1 hu.1
      have b := mul_le_mul_of_nonneg_left hd.2 hu.1
      exact ⟨by linarith, by linarith⟩)
    (t := 1 / 2) ⟨by norm_num, le_rfl⟩
  have e1 : (1 / 2 : ℝ) + 1 / 2 = 1 := by norm_num
  simp only [e1, sub_self] at h
  unfold energyDifference endpointAverage
  exact ⟨by linarith [h.1], by linarith [h.2]⟩

/-- If the third derivative of the energy lies between `m > 0` and `M` on `[0,1]`, the energy
difference exceeds the half-occupation estimate by `m/24` to `M/24`, falls short of the endpoint
average by `m/12` to `M/12`, and so lies strictly between the two. -/
theorem quantitative_bracket (hm : 0 < m) (hE : HasSlope E ε) (hε : HasSlope ε η)
    (hη : HasSlope η γ) (hγ : ∀ n ∈ Icc (0 : ℝ) 1, m ≤ γ n ∧ γ n ≤ M) :
    energyDifference E - transitionState ε ∈ Icc (m / 24) (M / 24) ∧
      endpointAverage ε - energyDifference E ∈ Icc (m / 12) (M / 12) ∧
      energyDifference E ∈ Ioo (transitionState ε) (endpointAverage ε) := by
  have h1 := transitionState_error hE hε hη hγ
  have h2 := endpointAverage_error hE hε hη hγ
  exact ⟨h1, h2, by linarith [h1.1], by linarith [h2.1]⟩

/-- If the third derivative of the energy lies between `m` and `M` on `[0,1]`, two thirds of the
half-occupation estimate plus one third of the endpoint average gives the energy difference
to within `(M - m)/36`. -/
theorem weighted_estimate_error (hE : HasSlope E ε) (hε : HasSlope ε η) (hη : HasSlope η γ)
    (hγ : ∀ n ∈ Icc (0 : ℝ) 1, m ≤ γ n ∧ γ n ≤ M) :
    |energyDifference E - (2 * transitionState ε + endpointAverage ε) / 3|
      ≤ (M - m) / 36 := by
  have h1 := transitionState_error hE hε hη hγ
  have h2 := endpointAverage_error hE hε hη hγ
  exact abs_le.2 ⟨by linarith [h1.1, h2.2], by linarith [h1.2, h2.1]⟩

/-- The exponential energy curve is its own derivative on `[0,1]`, and its values there lie
between 1 and `exp 1`. -/
theorem quantitative_bracket_witness :
    HasSlope Real.exp Real.exp ∧
      ∀ n ∈ Icc (0 : ℝ) 1, 1 ≤ Real.exp n ∧ Real.exp n ≤ Real.exp 1 :=
  ⟨fun n _ => (Real.hasDerivAt_exp n).hasDerivWithinAt,
    fun _ hn => ⟨Real.one_le_exp hn.1, Real.exp_le_exp.2 hn.2⟩⟩

end

end SlaterTransitionBracket
```

```lean
#print axioms SlaterTransitionBracket.endpointAverage_error
#print axioms SlaterTransitionBracket.quantitative_bracket
#print axioms SlaterTransitionBracket.weighted_estimate_error
```

```
'SlaterTransitionBracket.endpointAverage_error' depends on axioms: [propext, Classical.choice, Quot.sound]
'SlaterTransitionBracket.quantitative_bracket' depends on axioms: [propext, Classical.choice, Quot.sound]
'SlaterTransitionBracket.weighted_estimate_error' depends on axioms: [propext, Classical.choice, Quot.sound]
```

## From the window argument to the Lean proof

`slope_above` and `slope_below` are the chain rule at the two edges of the window. Each checks that the edge stays in [0,1] and then composes the derivatives; the lower edge contributes the minus sign.

`growth_between` is the comparison rule. Its inner statement `mono` uses Mathlib's theorem that a function with non-negative derivative on an interval is monotone. Applying it to `f s - m * g s` and `M * g s - f s` gives the two inequalities. Since this works with derivatives and never forms an integral, no separate integrability hypothesis on γ is needed.

`hardness_difference` applies the rule to D with g = 2t. In `transitionState_error`, the step `h1` bounds S with g = t², and `h2` bounds A with g = t³/3, already evaluated at t = 1/2. The calls to `congr_deriv` rewrite each computed derivative in the form used above, and `linarith` finishes with the numerical constants.

In `endpointAverage_error`, `hprod` is the product rule for the first term of B. The bounds on D are multiplied by the non-negative half-width `u`, which gives the bounds on B′, and `growth_between` is applied once more.

`quantitative_bracket` collects the two error bounds and uses m > 0 to obtain the strict inequalities. `weighted_estimate_error` combines the same bounds linearly, as in the calculation with a and b.

Finally, `quantitative_bracket_witness` supplies a concrete case with non-constant γ. The exponential serves as E, ε, η and γ at once, with m = 1 and M = `Real.exp 1`, so the hypotheses of the bracket are satisfied by an actual curve.
